# For Hermitian P and commuting Hermitian X and Y, tr(PX(1 − P)Y) is real

The declaration `trace_im_eq_zero` concerns finite complex matrices: if P, X and Y are Hermitian and X commutes with Y, then tr(PX(1 − P)Y) has zero imaginary part. In physics, P can be the projector onto the occupied orbitals of a finite model of non-interacting electrons, and X and Y two position coordinates, though the statement does not need P² = P. The attempt first shows that complex conjugation exchanges X and Y in the trace. By `trace_exchange`, the same exchange changes the trace by tr(P[X, Y]), which is zero here, so the trace equals its own conjugate.

In Lean, a first try:

```lean
import Mathlib

open Matrix Complex

namespace TraceImEqZero

noncomputable section

variable {n : Type*} [Fintype n] [DecidableEq n]

/-- Exchanging the two positions changes `tr(P X (1 - P) Y)` by `tr(P [X, Y])`. -/
theorem trace_exchange (P X Y : Matrix n n ℂ) :
    trace (P * X * (1 - P) * Y) - trace (P * Y * (1 - P) * X)
      = trace (P * (X * Y - Y * X)) := by
  -- the terms containing `P` twice are equal by cyclicity
  have c : trace (P * X * P * Y) = trace (P * Y * P * X) := by
    simpa only [mul_assoc] using Matrix.trace_mul_comm (P * X) (P * Y)
  have e1 : P * X * (1 - P) * Y = P * X * Y - P * X * P * Y := by noncomm_ring
  have e2 : P * Y * (1 - P) * X = P * Y * X - P * Y * P * X := by noncomm_ring
  have e3 : P * (X * Y - Y * X) = P * X * Y - P * Y * X := by noncomm_ring
  rw [e1, e2, e3]
  simp only [Matrix.trace_sub]
  linear_combination -c

/-- For commuting Hermitian positions `X`, `Y` and Hermitian `P`, the trace
`tr(P X (1 - P) Y)` is real. -/
theorem trace_im_eq_zero {P X Y : Matrix n n ℂ} (hP : P.IsHermitian)
    (hX : X.IsHermitian) (hY : Y.IsHermitian) (hXY : X * Y = Y * X) :
    (trace (P * X * (1 - P) * Y)).im = 0 := by
  -- complex conjugation exchanges X and Y
  have hs : star (trace (P * X * (1 - P) * Y)) = trace (P * Y * (1 - P) * X) := by
    rw [← Matrix.trace_conjTranspose]
    simp only [Matrix.conjTranspose_mul, Matrix.conjTranspose_sub, Matrix.conjTranspose_one,
      hP.eq, hX.eq, hY.eq]
    simpa only [mul_assoc] using Matrix.trace_mul_comm (Y * (1 - P) * X) P
  have he := trace_exchange P X Y
  rw [hXY, sub_self, mul_zero, Matrix.trace_zero] at he
  exact Complex.conj_eq_iff_im.mp (hs.trans (sub_eq_zero.mp he).symm)

end

end TraceImEqZero
```

Lean reports:

```
Main.lean:35:4: error: (deterministic) timeout at `isDefEq`, maximum number of heartbeats (200000) has been reached

Note: Use `set_option maxHeartbeats <num>` to set the limit.

Hint: Additional diagnostic information may be available using the `set_option diagnostics true` command.
Main.lean:37:2: error: (deterministic) timeout at `«tactic execution»`, maximum number of heartbeats (200000) has been reached

Note: Use `set_option maxHeartbeats <num>` to set the limit.

Hint: Additional diagnostic information may be available using the `set_option diagnostics true` command.
```

After these edits no error is left:

```diff
@@ -29,12 +29,17 @@
     (trace (P * X * (1 - P) * Y)).im = 0 := by
   -- complex conjugation exchanges X and Y
-  have hs : star (trace (P * X * (1 - P) * Y)) = trace (P * Y * (1 - P) * X) := by
-    rw [← Matrix.trace_conjTranspose]
-    simp only [Matrix.conjTranspose_mul, Matrix.conjTranspose_sub, Matrix.conjTranspose_one,
-      hP.eq, hX.eq, hY.eq]
-    simpa only [mul_assoc] using Matrix.trace_mul_comm (Y * (1 - P) * X) P
+  have hs : ∀ Q : Matrix n n ℂ, Q.IsHermitian →
+      star (trace (P * X * Q * Y)) = trace (P * Y * Q * X) := by
+    intro Q hQ
+    have h : (P * X * Q * Y)ᴴ = Y * Q * X * P := by
+      rw [Matrix.conjTranspose_mul, Matrix.conjTranspose_mul, Matrix.conjTranspose_mul,
+        hP.eq, hX.eq, hQ.eq, hY.eq, ← mul_assoc, ← mul_assoc]
+    rw [← Matrix.trace_conjTranspose, h, Matrix.trace_mul_comm, ← mul_assoc, ← mul_assoc]
+  have hQ : (1 - P).IsHermitian := Matrix.isHermitian_one.sub hP
   have he := trace_exchange P X Y
   rw [hXY, sub_self, mul_zero, Matrix.trace_zero] at he
-  exact Complex.conj_eq_iff_im.mp (hs.trans (sub_eq_zero.mp he).symm)
+  have hr := congrArg Complex.im ((hs (1 - P) hQ).trans (sub_eq_zero.mp he).symm)
+  rw [Complex.star_def, Complex.conj_im] at hr
+  linarith
 
 end
```

The first timeout is in the `simpa` that ends the proof of `hs`. The identity there is correct, by cyclicity of the trace, but Lean ran out of steps while checking whether two expressions agree by definition (`isDefEq`). The message does not say which expressions. The second timeout is a consequence: the step limit covers the whole declaration and was already used up when Lean reached the `rw` on `he`, which the repair leaves unchanged.

The repair proves `hs` for any Hermitian matrix `Q`, so Lean no longer has to look inside `1 - P` during this calculation. It also replaces the `simp only` and `simpa` calls with explicit rewrites, using the conjugate transpose stated in `h`. The new `hQ` then allows `1 - P` to be put in for `Q`.

The old final `exact` was never reached, so the messages don't show whether it had to change. The new ending compares imaginary parts: conjugation flips the sign, so the imaginary part equals its own negative, and `linarith` concludes that it is zero.
